# An energy window that keeps the true minimum with at least 95 percent probability when errors are centred, uncorrelated and of equal variance

A flexible molecule can have many conformers, and the accurate method is too expensive to run on all of them. A cheap method ranks them first, and only those within some energy window above its lowest value go on to the accurate calculation. The cheap energies carry errors, so the conformer that is truly lowest may fall outside the window and be lost. How wide must the window be to make this unlikely?

Let $n$ candidates have true energies $t_i$, meaning the reference values that the accurate method would give, with a lowest one at $i_0$, and let the cheap method return $t_i+e_i$. Suppose that the errors $e_i$ have zero mean, common variance $\sigma^2$ and no pairwise correlation. Then a window $w>0$ loses $i_0$ with probability at most $2(n-1)\sigma^2/w^2$. No Gaussian shape is assumed.

## Candidates, outcomes and the window

```lean
import Mathlib

open MeasureTheory

namespace ScreeningWindow

noncomputable section

variable {Ω ι : Type*} [MeasurableSpace Ω]
```

The type `ι` holds the labels of the candidates. The type `Ω` holds the outcomes over which probabilities are taken: one outcome $\omega$ fixes the errors of all candidates at once. A deterministic program gives the same error every time, so the randomness stands for our ignorance of that error. The true energies are held fixed and do not depend on the outcome.

```lean
/-- Candidate `i` is kept if its energy `E i` lies within the window `w` of the lowest energy. -/
def Kept (E : ι → ℝ) (w : ℝ) (i : ι) : Prop :=
  E i ≤ (⨅ j, E j) + w
```

`Kept E w i` is the statement
$$E_i \le \min_j E_j + w .$$
The symbol `⨅` is an infimum, which for finitely many candidates is the minimum. The window is measured from the lowest cheap energy, the only minimum known at the screening stage, and its edge is included.

## What is assumed about the errors

```lean
/-- The errors `e i` of the cheap method have finite variance, zero mean, common variance `σ ^ 2`,
and are pairwise uncorrelated. -/
structure ErrorModel (μ : Measure Ω) (e : ι → Ω → ℝ) (σ : ℝ) : Prop where
  memLp : ∀ i, MemLp (e i) 2 μ
  mean_zero : ∀ i, ∫ ω, e i ω ∂μ = 0
  variance : ∀ i, ∫ ω, e i ω ^ 2 ∂μ = σ ^ 2
  uncorrelated : ∀ i j, i ≠ j → ∫ ω, e i ω * e j ω ∂μ = 0
```

Here `μ` is the measure on outcomes, and the integral $\int f\,d\mu$ is the expectation value $\langle f\rangle$ once `μ` is a probability measure, as the probability bounds below require. The four fields read:

- `memLp`: each $e_i$ is square-integrable. Lean assigns the value 0 to the integral of a non-integrable function, so this field is what gives the other three their usual meaning.
- `mean_zero`: $\langle e_i\rangle=0$, so the cheap method has no systematic bias for any candidate. Adding the same constant to all cheap energies does not change which candidates are kept, so a fixed offset common to all candidates is understood as removed.
- `variance`: $\langle e_i^2\rangle=\sigma^2$, so the method is equally reliable for all candidates. Physically, $|\sigma|$ is the root-mean-square error of the cheap energy of a single candidate. A comparison of relative energies probes the error of a difference instead, whose mean square in this model is $2\sigma^2$, as shown below.
- `uncorrelated`: $\langle e_ie_j\rangle=0$ for $i\ne j$. Full independence is not required.

These are assumptions about the method, not consequences of electronic structure theory. The last is a real idealisation, since similar structures often share part of their error.

## The error of an energy difference

```lean
/-- The difference of the errors of two distinct candidates has mean square `2 σ ^ 2`. -/
theorem difference_mean_square {μ : Measure Ω} {e : ι → Ω → ℝ} {σ : ℝ}
    (h : ErrorModel μ e σ) {i j : ι} (hij : i ≠ j) :
    ∫ ω, (e i ω - e j ω) ^ 2 ∂μ = 2 * σ ^ 2 := by
  have hi : Integrable (fun ω => e i ω ^ 2) μ := (h.memLp i).integrable_sq
  have hj : Integrable (fun ω => e j ω ^ 2) μ := (h.memLp j).integrable_sq
  have hd : Integrable (fun ω => (e i ω - e j ω) ^ 2) μ :=
    ((h.memLp i).sub (h.memLp j)).integrable_sq
  -- the product is integrable because it is a combination of squares
  have hp : Integrable (fun ω => e i ω * e j ω) μ := by
    have h' := ((hi.add hj).sub hd).const_mul (1 / 2)
    refine h'.congr (ae_of_all _ fun ω => ?_)
    simp only [Pi.add_apply, Pi.sub_apply]
    ring
  have hs : Integrable (fun ω => e i ω ^ 2 + e j ω ^ 2) μ := hi.add hj
  have hp2 : Integrable (fun ω => 2 * (e i ω * e j ω)) μ := hp.const_mul 2
  have hexp : ∀ ω, (e i ω - e j ω) ^ 2
      = (e i ω ^ 2 + e j ω ^ 2) - 2 * (e i ω * e j ω) := fun ω => by ring
  simp_rw [hexp]
  rw [integral_sub hs hp2, integral_add hi hj, integral_const_mul,
    h.variance i, h.variance j, h.uncorrelated i j hij]
  ring
```

Only energy differences matter for a ranking. Expanding the square gives
$$\langle(e_i-e_j)^2\rangle=\langle e_i^2\rangle+\langle e_j^2\rangle-2\langle e_ie_j\rangle=\sigma^2+\sigma^2-0=2\sigma^2 .$$

Lean splits an integral into parts only when each part is known to be integrable. For the product, `hp` supplies this through
$$e_ie_j=\tfrac12\left[e_i^2+e_j^2-(e_i-e_j)^2\right],$$
whose right-hand side contains only squares of square-integrable functions. After that, `hexp` expands the square, the `integral_` lemmas split the integral, and the fields of `ErrorModel` provide the values.

## How often a centred error is large and positive

```lean
/-- One-sided Chebyshev inequality: a random variable of zero mean and variance `V` exceeds
`a > 0` with probability at most `V / (V + a ^ 2)`. -/
theorem one_sided_chebyshev {μ : Measure Ω} [IsProbabilityMeasure μ] {X : Ω → ℝ} {V a : ℝ}
    (hX : MemLp X 2 μ) (h0 : ∫ ω, X ω ∂μ = 0) (hV : ∫ ω, X ω ^ 2 ∂μ = V) (ha : 0 < a) :
    μ.real {ω | a < X ω} ≤ V / (V + a ^ 2) := by
  have hV0 : 0 ≤ V := by
    rw [← hV]
    exact integral_nonneg fun ω => sq_nonneg (X ω)
  have hpos : 0 < V + a ^ 2 := by positivity
  have h1 : Integrable (fun ω => a ^ 2 * X ω ^ 2) μ := hX.integrable_sq.const_mul _
  have h2 : Integrable (fun ω => 2 * a * V * X ω) μ :=
    (hX.integrable one_le_two).const_mul _
  have h3 : Integrable (fun _ : Ω => V ^ 2) μ := integrable_const _
  have h12 : Integrable (fun ω => a ^ 2 * X ω ^ 2 + 2 * a * V * X ω) μ := h1.add h2
  have h123 : Integrable (fun ω => a ^ 2 * X ω ^ 2 + 2 * a * V * X ω + V ^ 2) μ := h12.add h3
  have hE : ∫ ω, (a ^ 2 * X ω ^ 2 + 2 * a * V * X ω + V ^ 2) ∂μ = V * (V + a ^ 2) := by
    rw [integral_add h12 h3, integral_add h1 h2, integral_const_mul, integral_const_mul, h0, hV]
    simp only [integral_const, probReal_univ, smul_eq_mul]
    ring
  -- Markov's inequality for the shifted square `(a X + V) ^ 2`
  have hM := mul_meas_ge_le_integral_of_nonneg (μ := μ)
    (ae_of_all _ fun ω => by
      show (0 : ℝ) ≤ a ^ 2 * X ω ^ 2 + 2 * a * V * X ω + V ^ 2
      nlinarith [sq_nonneg (a * X ω + V)]) h123 ((V + a ^ 2) ^ 2)
  rw [hE] at hM
  have hsub : μ.real {ω | a < X ω} ≤
      μ.real {ω | (V + a ^ 2) ^ 2 ≤ a ^ 2 * X ω ^ 2 + 2 * a * V * X ω + V ^ 2} := by
    refine measureReal_mono ?_
    intro ω hω
    have hω' : a < X ω := hω
    have hlin : V + a ^ 2 ≤ a * X ω + V := by nlinarith
    have hsq := pow_le_pow_left₀ hpos.le hlin 2
    show (V + a ^ 2) ^ 2 ≤ a ^ 2 * X ω ^ 2 + 2 * a * V * X ω + V ^ 2
    linarith [hsq, show (a * X ω + V) ^ 2 = a ^ 2 * X ω ^ 2 + 2 * a * V * X ω + V ^ 2 by ring]
  have hM' := (mul_le_mul_of_nonneg_left hsub (sq_nonneg (V + a ^ 2))).trans hM
  rw [le_div_iff₀ hpos]
  refine le_of_mul_le_mul_left ?_ hpos
  linarith [hM', show (V + a ^ 2) * (μ.real {ω | a < X ω} * (V + a ^ 2))
    = (V + a ^ 2) ^ 2 * μ.real {ω | a < X ω} by ring]
```

Let $X$ have mean zero and variance $V$, and let $a>0$. The claim is
$$P(X>a)\le\frac{V}{V+a^2}.$$
In Lean, `μ.real` is the probability of an event as a real number.

Consider the shifted square $(aX+V)^2$. Since $\langle X\rangle=0$, its mean is
$$a^2V+V^2=V(V+a^2),$$
which is `hE`. Whenever $X>a$, we have $aX+V\ge a^2+V>0$, so the shifted square is at least $(V+a^2)^2$; this is `hsub`. Markov's inequality then gives
$$(V+a^2)^2\,P(X>a)\le V(V+a^2),$$
and division by $(V+a^2)^2$ finishes the argument.

The Mathlib lemma that does the work is `mul_meas_ge_le_integral_of_nonneg`, which is Markov's inequality in the form
$$\varepsilon\,P(f\ge\varepsilon)\le\langle f\rangle .$$
It asks for three things: that $f$ is nonnegative, that $f$ is integrable, and the threshold $\varepsilon$. It knows nothing of variances, so the content lies in the choice of $f$ and $\varepsilon$. The proof passes the square in expanded form, because that form can be integrated term by term; `nlinarith` recovers its nonnegativity from the fact that $(aX+V)^2\ge0$. The shift is also the best of its kind: applied to $(X+c)^2$ with $c\ge0$, the same reasoning gives $(V+c^2)/(a+c)^2$, which is smallest at $c=V/a$.

## Losing the minimum requires a competitor

```lean
variable [Fintype ι]

/-- Gap-resolved bound: the probability of losing the true minimum `i0` is at most a sum over the
competitors `j`, in which each true energy gap `t j - t i0` widens the window. -/
theorem loss_le_sum_gaps [DecidableEq ι] {μ : Measure Ω} [IsProbabilityMeasure μ]
    {e : ι → Ω → ℝ} {σ w : ℝ} (h : ErrorModel μ e σ) (t : ι → ℝ) (i0 : ι)
    (hmin : ∀ j, t i0 ≤ t j) (hw : 0 < w) :
    μ.real {ω | ¬ Kept (fun i => t i + e i ω) w i0} ≤
      ∑ j ∈ Finset.univ.erase i0, 2 * σ ^ 2 / (2 * σ ^ 2 + (w + (t j - t i0)) ^ 2) := by
  -- a loss requires some competitor to undercut `i0` by more than the window
  have hsub : {ω | ¬ Kept (fun i => t i + e i ω) w i0} ⊆
      ⋃ j ∈ Finset.univ.erase i0, {ω | w + (t j - t i0) < e i0 ω - e j ω} := by
    intro ω hω
    have hω' : ¬ (t i0 + e i0 ω ≤ (⨅ j, (t j + e j ω)) + w) := hω
    have : Nonempty ι := ⟨i0⟩
    obtain ⟨j, hj⟩ := exists_eq_ciInf_of_finite (f := fun j => t j + e j ω)
    have hj' : t j + e j ω = ⨅ j, (t j + e j ω) := hj
    rw [← hj', not_le] at hω'
    have hne : j ≠ i0 := by
      rintro rfl
      linarith
    simp only [Set.mem_iUnion]
    refine ⟨j, Finset.mem_erase.mpr ⟨hne, Finset.mem_univ j⟩, ?_⟩
    show w + (t j - t i0) < e i0 ω - e j ω
    linarith
  refine (measureReal_mono hsub (measure_ne_top μ _)).trans
    ((measureReal_biUnion_finset_le _ _).trans ?_)
  refine Finset.sum_le_sum fun j hj => ?_
  have hne : i0 ≠ j := (Finset.ne_of_mem_erase hj).symm
  have hmean : ∫ ω, (e i0 ω - e j ω) ∂μ = 0 := by
    rw [integral_sub ((h.memLp i0).integrable one_le_two) ((h.memLp j).integrable one_le_two),
      h.mean_zero i0, h.mean_zero j, sub_zero]
  exact one_sided_chebyshev (X := fun ω => e i0 ω - e j ω) ((h.memLp i0).sub (h.memLp j))
    hmean (difference_mean_square h hne) (by linarith [hmin j])
```

The hypothesis `hmin` says that $t_{i_0}\le t_j$ for all $j$; ties are allowed. The conclusion is
$$P(i_0\text{ lost})\le\sum_{j\ne i_0}\frac{2\sigma^2}{2\sigma^2+\left(w+t_j-t_{i_0}\right)^2}.$$

Suppose that $i_0$ is lost, and let $j$ be a candidate with the lowest cheap energy. Then
$$t_{i_0}+e_{i_0}>t_j+e_j+w,\qquad\text{that is}\qquad e_{i_0}-e_j>w+(t_j-t_{i_0}).$$
Here $j\ne i_0$, since otherwise $0>w$. The loss event therefore lies in the union of these events over all competitors, and its probability is at most the sum of theirs. Each term is bounded by the one-sided inequality with $X=e_{i_0}-e_j$, $V=2\sigma^2$ and $a=w+(t_j-t_{i_0})>0$.

In the code, `exists_eq_ciInf_of_finite` produces the candidate $j$ that attains the minimum, `hsub` records the inclusion of events, and `measureReal_biUnion_finset_le` is the union bound. The formula shows that a competitor far above the true minimum contributes little, because its gap adds to the window.

## A bound without the true gaps

```lean
/-- Screening `n` candidates with a window `w > 0` above the cheap minimum loses the true minimum
with probability at most `2 (n - 1) σ ^ 2 / w ^ 2`. -/
theorem loss_probability_le {μ : Measure Ω} [IsProbabilityMeasure μ]
    {e : ι → Ω → ℝ} {σ w : ℝ} (h : ErrorModel μ e σ) (t : ι → ℝ) (i0 : ι)
    (hmin : ∀ j, t i0 ≤ t j) (hw : 0 < w) :
    μ.real {ω | ¬ Kept (fun i => t i + e i ω) w i0} ≤
      2 * ((Fintype.card ι : ℝ) - 1) * σ ^ 2 / w ^ 2 := by
  classical
  have hcard : ((Finset.univ.erase i0).card : ℝ) + 1 = Fintype.card ι := by
    have hc := Finset.card_erase_add_one (Finset.mem_univ i0)
    rw [Finset.card_univ] at hc
    exact_mod_cast hc
  -- discard the true gaps, which only help
  have hterm : ∀ j ∈ Finset.univ.erase i0,
      2 * σ ^ 2 / (2 * σ ^ 2 + (w + (t j - t i0)) ^ 2) ≤ 2 * σ ^ 2 / w ^ 2 := by
    intro j _
    have hgap : 0 ≤ t j - t i0 := sub_nonneg.mpr (hmin j)
    refine div_le_div_of_nonneg_left (by positivity) (by positivity) ?_
    nlinarith [sq_nonneg σ, sq_nonneg (t j - t i0), mul_nonneg hw.le hgap]
  refine (loss_le_sum_gaps h t i0 hmin hw).trans ((Finset.sum_le_sum hterm).trans (le_of_eq ?_))
  rw [Finset.sum_const, nsmul_eq_mul, ← hcard]
  ring
```

The true gaps are unknown during screening. As they are nonnegative, every denominator above is at least $w^2$, so each term is at most $2\sigma^2/w^2$; this is `hterm`. There are $n-1$ competitors, hence
$$P(i_0\text{ lost})\le\frac{2(n-1)\sigma^2}{w^2}.$$
`Fintype.card ι` is $n$, and `hcard` counts the competitors. For a single candidate the bound is zero, as it should be.

## From a tolerated risk to a window

```lean
/-- If `w > 0` and `2 (n - 1) σ ^ 2 ≤ δ w ^ 2`, the true minimum is kept with probability at least
`1 - δ`. -/
theorem retention_ge {μ : Measure Ω} [IsProbabilityMeasure μ]
    {e : ι → Ω → ℝ} {σ w δ : ℝ} (h : ErrorModel μ e σ) (t : ι → ℝ) (i0 : ι)
    (hmin : ∀ j, t i0 ≤ t j) (hw : 0 < w)
    (hδ : 2 * ((Fintype.card ι : ℝ) - 1) * σ ^ 2 ≤ δ * w ^ 2) :
    1 - δ ≤ μ.real {ω | Kept (fun i => t i + e i ω) w i0} := by
  have hloss := (loss_probability_le h t i0 hmin hw).trans
    ((div_le_iff₀ (by positivity)).mpr hδ)
  have hu : {ω | Kept (fun i => t i + e i ω) w i0} ∪
      {ω | ¬ Kept (fun i => t i + e i ω) w i0} = Set.univ := by
    ext ω
    simp only [Set.mem_union, Set.mem_ofPred_eq, Set.mem_univ, iff_true]
    exact em _
  have hone := measureReal_union_le (μ := μ) {ω | Kept (fun i => t i + e i ω) w i0}
    {ω | ¬ Kept (fun i => t i + e i ω) w i0}
  rw [hu, probReal_univ] at hone
  linarith
```

Let $\delta$ be the risk one accepts. If $2(n-1)\sigma^2\le\delta w^2$, the loss probability is at most $\delta$. Since $i_0$ is either kept or lost,
$$1\le P(\text{kept})+P(\text{lost}),$$
and so $P(\text{kept})\ge1-\delta$. The set equality `hu` says that the two events cover all outcomes, and `hone` is the displayed inequality.

```lean
/-- A window `w > 0` with `w ^ 2 ≥ 40 (n - 1) σ ^ 2` keeps the true minimum with probability at
least 95 percent. -/
theorem retention_95 {μ : Measure Ω} [IsProbabilityMeasure μ]
    {e : ι → Ω → ℝ} {σ w : ℝ} (h : ErrorModel μ e σ) (t : ι → ℝ) (i0 : ι)
    (hmin : ∀ j, t i0 ≤ t j) (hw : 0 < w)
    (hwin : 40 * ((Fintype.card ι : ℝ) - 1) * σ ^ 2 ≤ w ^ 2) :
    95 / 100 ≤ μ.real {ω | Kept (fun i => t i + e i ω) w i0} := by
  have h95 := retention_ge (δ := 1 / 20) h t i0 hmin hw (by linarith)
  linarith
```

With $\delta=1/20$ the condition becomes $w^2\ge40(n-1)\sigma^2$, and the true minimum is kept with probability at least 95 percent. The theorem allows zero variance and assumes a positive window.

Take $n=11$ candidates and $\sigma=1$ kJ/mol. The condition is $w^2\ge400$ (kJ/mol)², so a window of 20 kJ/mol suffices, and the loss bound there is $2\cdot10\cdot1/400=0.05$. If every competitor truly lies 10 kJ/mol above the minimum, the gap-resolved bound gives $10\cdot2/(2+30^2)=20/902\approx0.022$.

For conformer or polymorph screening, this yields a window from two numbers, the size of the candidate list and the error spread, provided that the errors are unbiased, equally spread and uncorrelated. The sufficient window grows as $\sqrt{n-1}$. It is a cautious choice: for two candidates with independent Gaussian errors, a much narrower window would already reach 95 percent retention. The guarantee concerns only the candidates on the list; a conformer that was never generated is not covered.

## Errors that satisfy the assumptions

```lean
/-- Errors of two candidates on four outcomes: every value is `σ` or `-σ`, and each candidate has
its own sign pattern. -/
def signError (σ : ℝ) : Fin 2 → Fin 4 → ℝ :=
  ![![σ, σ, -σ, -σ], ![σ, -σ, σ, -σ]]
```

This defines concrete errors for two candidates, numbered 0 and 1, on four outcomes:
$$e_0=(\sigma,\sigma,-\sigma,-\sigma),\qquad e_1=(\sigma,-\sigma,\sigma,-\sigma).$$

```lean
/-- With four equally likely outcomes, the sign-pattern errors satisfy the error model for
every `σ`. -/
theorem errorModel_witness (σ : ℝ) :
    ErrorModel (PMF.uniformOfFintype (Fin 4)).toMeasure (signError σ) σ := by
  -- expectation values are plain averages over the four outcomes
  have key : ∀ f : Fin 4 → ℝ, ∫ ω, f ω ∂(PMF.uniformOfFintype (Fin 4)).toMeasure
      = (f 0 + f 1 + f 2 + f 3) / 4 := by
    intro f
    rw [PMF.integral_eq_sum]
    simp only [Fin.sum_univ_four, PMF.uniformOfFintype_apply, Fintype.card_fin,
      ENNReal.toReal_inv, ENNReal.toReal_natCast, smul_eq_mul]
    push_cast
    ring
  refine ⟨fun i => MemLp.of_discrete, fun i => ?_, fun i => ?_, fun i j hij => ?_⟩
  · rw [key]
    fin_cases i <;> simp [signError]
  · rw [key]
    fin_cases i <;> simp [signError] <;> ring
  · rw [key]
    revert hij
    fin_cases i <;> fin_cases j <;> simp [signError]

end

end ScreeningWindow
```

The measure gives each outcome probability $1/4$. Both rows sum to zero, so the means vanish. Every squared entry is $\sigma^2$, and so is its average. The products are $\sigma^2,-\sigma^2,-\sigma^2,\sigma^2$, which average to zero. The error model is thus realised for two candidates and every real $\sigma$.

The step `key` turns each integral into an average over the four outcomes. `fin_cases` then goes through the candidates one by one, and the remaining arithmetic is the one just done.

```lean
#print axioms ScreeningWindow.retention_95
```

```
'ScreeningWindow.retention_95' depends on axioms: [propext, Classical.choice, Quot.sound]
```
